# The determinant of 1 + exp A as a product over the eigenvalues of a diagonalised matrix A

Let A = W diag(e) V, where W and V are finite square complex matrices with WV = 1 and the entries of e are any complex numbers. The lemma says that det(1 + exp A) is the product of the factors 1 + exp(e_k). When e_k = −β(ε_k − μ), this product is the grand partition function of non-interacting fermions in finitely many modes with energies ε_k, though the lemma itself is purely about matrices. The proof writes 1 + exp A as W diag(1 + exp(e_k)) V and takes determinants, where det W and det V cancel because their product is 1. On the way it needs the fact that the exponential of the function e is taken entry by entry.

Lean 4 with Mathlib refuses this proof:

```lean
import Mathlib

open Matrix NormedSpace

namespace DetOneAddExp

variable {d M : ℕ}

variable {c a : Fin M → Matrix (Fin d) (Fin d) ℂ} {A W V : Matrix (Fin M) (Fin M) ℂ}

/-- For `A = W diag(e) V` with `W V = 1`, the determinant of `1 + exp A` is the product of
the factors `1 + exp (e k)`. -/
theorem det_one_add_exp (hWV : W * V = 1) (e : Fin M → ℂ) :
    det (1 + NormedSpace.exp (W * diagonal e * V)) = ∏ k, (1 + Complex.exp (e k)) := by
  have hV : W⁻¹ = V := Matrix.inv_eq_right_inv hWV
  have hU : IsUnit W := ⟨⟨W, V, hWV, mul_eq_one_comm.mp hWV⟩, rfl⟩
  have hd : NormedSpace.exp e = fun k => Complex.exp (e k) := by
    funext k
    rw [Complex.exp_eq_exp_ℂ]
    exact Pi.exp_apply e k
  have hexp : 1 + NormedSpace.exp (W * diagonal e * V)
      = W * diagonal (fun k => 1 + Complex.exp (e k)) * V := by
    have hs : diagonal (fun k => 1 + Complex.exp (e k))
        = 1 + diagonal (fun k => Complex.exp (e k)) := by
      rw [← Matrix.diagonal_one, Matrix.diagonal_add]
    rw [hs, mul_add, add_mul, mul_one, hWV, ← hV, Matrix.exp_conj W _ hU,
      Matrix.exp_diagonal, hd]
  have hdet : W.det * V.det = 1 := by rw [← Matrix.det_mul, hWV, Matrix.det_one]
  rw [hexp, Matrix.det_mul, Matrix.det_mul, Matrix.det_diagonal]
  linear_combination (∏ k, (1 + Complex.exp (e k))) * hdet

end DetOneAddExp
```

The compiler's answer:

```
Main.lean:20:10: error(lean.unknownIdentifier): Unknown identifier `Pi.exp_apply`
```

Fix (accepted with no message):

```diff
@@ -18,5 +18,7 @@
     funext k
     rw [Complex.exp_eq_exp_ℂ]
-    exact Pi.exp_apply e k
+    have h1 := Pi.hasSum.1 (NormedSpace.exp_series_hasSum_exp' (𝕂 := ℂ) e) k
+    simp only [Pi.smul_apply, Pi.pow_apply] at h1
+    exact h1.unique (NormedSpace.exp_series_hasSum_exp' (𝕂 := ℂ) (e k))
   have hexp : 1 + NormedSpace.exp (W * diagonal e * V)
       = W * diagonal (fun k => 1 + Complex.exp (e k)) * V := by
```

What went wrong. The message says that Lean finds no declaration under the name `Pi.exp_apply`. The proof called on it inside `hd`, where the goal had become `NormedSpace.exp e k = NormedSpace.exp (e k)`: the exponential of the function `e`, read at `k`, is the exponential of the number `e k`.

The repair proves this from the power series instead. `NormedSpace.exp_series_hasSum_exp'` says that the exponential series of `e` sums to `NormedSpace.exp e`, and `Pi.hasSum.1` turns this into a statement about the entry at `k`. The `simp only` line moves the evaluation at `k` inside the scalar multiple and the power, so that the terms are written as those of the series for the number `e k`. That series also sums to `NormedSpace.exp (e k)`, and `h1.unique` concludes that the two sums are equal. The rest of the proof is unchanged.
